# Thermal Pauli blocking in the Dirac-cone model of graphene: closed form and blocked weight

Light shining on graphene lifts electrons from the lower Dirac cone to the upper one. A photon of energy \(w=\hbar\omega\) takes an electron from \(-w/2\) to \(+w/2\), measured from the Dirac point. Doping and temperature suppress this absorption when the final state is filled or the initial state is empty. How much absorption is lost, summed over all photon energies?

For non-interacting electrons on ideal cones, in linear response, interband absorption is measured by the real part of the interband optical conductivity, which is a constant (its value in the undoped model at zero temperature) times a thermal factor \(G(w)\). That proportionality is the physical input; the Lean code treats \(G\) itself. At positive temperature the integral of \(1-G\) over photon energy is finite. Multiplied by that constant, it is a reference value for the weight missing from the real part of an interband conductivity computed within this model.

## The thermal factor

```lean
import Mathlib

open Set Filter MeasureTheory Topology

namespace GraphenePauliBlocking

noncomputable section

/-- The Fermi function at inverse temperature `β` and chemical potential `μ`. -/
def fermi (β μ E : ℝ) : ℝ := 1 / (Real.exp (β * (E - μ)) + 1)
```

This is \(f_\mu(E)=1/(e^{\beta(E-\mu)}+1)\), with \(\beta=1/k_BT\) and chemical potential \(\mu\). Lean writes function arguments without parentheses, and `ℝ` is the type of real numbers.

```lean
/-- The thermal factor of the interband transition from energy `-w/2` to energy `w/2`:
the occupation of the initial state minus that of the final state. -/
def interbandFactor (β μ w : ℝ) : ℝ := fermi β μ (-w / 2) - fermi β μ (w / 2)
```

So \(G(w)=f_\mu(-w/2)-f_\mu(w/2)\), initial occupation minus final occupation. This counts absorption net of stimulated emission: with \(f_i\) and \(f_f\) for the two occupations, \(f_i(1-f_f)-f_f(1-f_i)=f_i-f_f\).

```lean
/-- The blocked weight: the integral of `1 - G(w)` over all photon energies `w > 0`,
where `G` is the interband factor. -/
def blockedWeight (β μ : ℝ) : ℝ := ∫ w in Ioi (0 : ℝ), (1 - interbandFactor β μ w)
```

The blocked weight is \(W=\int_0^\infty(1-G(w))\,dw\), an energy; `Ioi 0` is the interval \((0,\infty)\).

```lean
/-- The interband factor equals `sinh(βw/2) / (cosh(βμ) + cosh(βw/2))`. -/
theorem interbandFactor_eq (β μ w : ℝ) :
    interbandFactor β μ w =
      Real.sinh (β * w / 2) / (Real.cosh (β * μ) + Real.cosh (β * w / 2)) := by
  have h1 : Real.exp (β * (-w / 2 - μ)) =
      (Real.exp (β * w / 2))⁻¹ * (Real.exp (β * μ))⁻¹ := by
    rw [← Real.exp_neg, ← Real.exp_neg, ← Real.exp_add]
    congr 1
    ring
  have h2 : Real.exp (β * (w / 2 - μ)) =
      Real.exp (β * w / 2) * (Real.exp (β * μ))⁻¹ := by
    rw [← Real.exp_neg, ← Real.exp_add]
    congr 1
    ring
  have hx := Real.exp_pos (β * w / 2)
  have hy := Real.exp_pos (β * μ)
  simp only [interbandFactor, fermi, h1, h2, Real.sinh_eq, Real.cosh_eq, Real.exp_neg]
  generalize Real.exp (β * w / 2) = x at hx ⊢
  generalize Real.exp (β * μ) = y at hy ⊢
  rw [div_sub_div _ _ (by positivity) (by positivity),
    div_eq_div_iff (by positivity) (by positivity)]
  field_simp
  ring
```

A theorem states its claim before `:=` and its proof after it. This one holds for all real \(\beta,\mu,w\). Put \(x=e^{\beta w/2}\) and \(y=e^{\beta\mu}\). Then
\[
G=\frac{xy}{1+xy}-\frac{y}{x+y}=\frac{y(x^2-1)}{(1+xy)(x+y)} .
\]
The numerator is \(2xy\sinh(\beta w/2)\) and the denominator is \(2xy(\cosh\beta\mu+\cosh(\beta w/2))\), which gives the closed form. In the proof, `h1` and `h2` factor the exponentials, `generalize` names them \(x\) and \(y\), and `field_simp` and `ring` do the algebra.

## Electrons and holes

```lean
/-- Particle-hole symmetry: the occupation at `-E` is one minus the occupation at `E`
with the chemical potential reversed. -/
theorem fermi_neg (β μ E : ℝ) : fermi β μ (-E) = 1 - fermi β (-μ) E := by
  have h : Real.exp (β * (-E - μ)) = (Real.exp (β * (E - -μ)))⁻¹ := by
    rw [← Real.exp_neg]
    congr 1
    ring
  have hz := Real.exp_pos (β * (E - -μ))
  unfold fermi
  rw [h]
  generalize Real.exp (β * (E - -μ)) = z at hz ⊢
  have hzz : z⁻¹ * z = 1 := inv_mul_cancel₀ hz.ne'
  rw [eq_sub_iff_add_eq, div_add_div _ _ (by positivity) (by positivity),
    div_eq_one_iff_eq (by positivity)]
  linear_combination (-1) * hzz
```

With \(z=e^{\beta(E+\mu)}\), the left side is \(1/(z^{-1}+1)=z/(z+1)=1-1/(z+1)\), and the last fraction is \(f_{-\mu}(E)\).

```lean
/-- The blocked fraction is the sum of an electron part and a hole part, which differ by the
sign of the chemical potential. -/
theorem one_sub_interbandFactor (β μ w : ℝ) :
    1 - interbandFactor β μ w = fermi β μ (w / 2) + fermi β (-μ) (w / 2) := by
  rw [interbandFactor, neg_div, fermi_neg]
  ring
```

Substituting this symmetry at \(E=w/2\) gives \(1-G(w)=f_\mu(w/2)+f_{-\mu}(w/2)\), an electron term plus a hole term.

## Integrating the blocked fraction

```lean
/-- For `β > 0` the electron part of the blocked fraction is integrable over `w > 0`, with
integral `(2/β) log(1 + exp(βμ))`. -/
theorem integral_fermi {β : ℝ} (hβ : 0 < β) (μ : ℝ) :
    IntegrableOn (fun w => fermi β μ (w / 2)) (Ioi 0) ∧
      ∫ w in Ioi (0 : ℝ), fermi β μ (w / 2) = 2 / β * Real.log (1 + Real.exp (β * μ)) := by
  -- a primitive of the occupation
  have hd : ∀ w : ℝ, HasDerivAt
      (fun w : ℝ => -(2 / β) * Real.log (1 + Real.exp (-(β * (w / 2 - μ)))))
      (fermi β μ (w / 2)) w := by
    intro w
    have h1 : HasDerivAt (fun w : ℝ => -(β * (w / 2 - μ))) (-(β * (1 / 2))) w :=
      ((((hasDerivAt_id' w).div_const 2).sub_const μ).const_mul β).fun_neg
    have h2 := ((h1.exp.const_add 1).log (by positivity)).const_mul (-(2 / β))
    refine h2.congr_deriv ?_
    have hz := Real.exp_pos (β * (w / 2 - μ))
    unfold fermi
    rw [Real.exp_neg]
    generalize Real.exp (β * (w / 2 - μ)) = z at hz ⊢
    have e : 1 + z⁻¹ = (z + 1) * z⁻¹ := by
      rw [add_mul, mul_inv_cancel₀ hz.ne', one_mul]
    rw [e]
    field_simp
  have hn : ∀ w : ℝ, 0 ≤ fermi β μ (w / 2) := by
    intro w
    unfold fermi
    positivity
  -- the primitive vanishes at high photon energy
  have ht : Tendsto (fun w : ℝ => -(2 / β) * Real.log (1 + Real.exp (-(β * (w / 2 - μ)))))
      atTop (𝓝 0) := by
    have h0 : Tendsto (fun w : ℝ => w / 2 - μ) atTop atTop := by
      simpa [sub_eq_add_neg] using tendsto_atTop_add_const_right atTop (-μ)
        (tendsto_id.atTop_div_const (two_pos : (0 : ℝ) < 2))
    have h1 : Tendsto (fun w : ℝ => β * (w / 2 - μ)) atTop atTop := h0.const_mul_atTop hβ
    have h2 : Tendsto (fun w : ℝ => Real.exp (-(β * (w / 2 - μ)))) atTop (𝓝 0) :=
      Real.tendsto_exp_neg_atTop_nhds_zero.comp h1
    have h4 := ((h2.const_add 1).log (by norm_num)).const_mul (-(2 / β))
    have e : -(2 / β) * Real.log (1 + 0) = 0 := by simp
    rw [e] at h4
    exact h4
  refine ⟨integrableOn_Ioi_deriv_of_nonneg' (fun w _ => hd w) (fun w _ => hn w) ht, ?_⟩
  rw [integral_Ioi_of_hasDerivAt_of_nonneg' (fun w _ => hd w) (fun w _ => hn w) ht]
  have e : -(β * (0 / 2 - μ)) = β * μ := by ring
  simp only [e]
  ring
```

The hypothesis `hβ` says \(\beta>0\), a finite positive temperature. The symbol `∧` joins two claims: integrability and the value. Take
\[
F(w)=-\frac{2}{\beta}\log\left(1+e^{-\beta(w/2-\mu)}\right),\qquad
F'(w)=\frac{e^{-\beta(w/2-\mu)}}{1+e^{-\beta(w/2-\mu)}}=f_\mu(w/2).
\]
Since \(F\to0\) as \(w\to\infty\), the integral is \(-F(0)=(2/\beta)\log(1+e^{\beta\mu})\). The proof establishes the derivative (`hd`), the sign of the integrand (`hn`) and the limit (`ht`); together they also give integrability.

```lean
/-- Pauli-blocking sum rule: for `β > 0` the blocked fraction `1 - G(w)` is integrable over
`w > 0`, and the blocked weight is `(4/β) log(2 cosh(βμ/2))`. -/
theorem blockedWeight_eq {β : ℝ} (hβ : 0 < β) (μ : ℝ) :
    IntegrableOn (fun w => 1 - interbandFactor β μ w) (Ioi 0) ∧
      blockedWeight β μ = 4 / β * Real.log (2 * Real.cosh (β * μ / 2)) := by
  obtain ⟨i1, v1⟩ := integral_fermi hβ μ
  obtain ⟨i2, v2⟩ := integral_fermi hβ (-μ)
  have h : (fun w => 1 - interbandFactor β μ w) =
      fun w => fermi β μ (w / 2) + fermi β (-μ) (w / 2) :=
    funext (one_sub_interbandFactor β μ)
  refine ⟨by rw [h]; exact i1.add i2, ?_⟩
  -- the electron and hole logarithms combine into a perfect square
  have key : (1 + Real.exp (β * μ)) * (1 + Real.exp (β * -μ)) =
      (2 * Real.cosh (β * μ / 2)) ^ 2 := by
    have hx : Real.exp (β * μ) = Real.exp (β * μ / 2) ^ 2 := by
      rw [sq, ← Real.exp_add]
      congr 1
      ring
    have hy : Real.exp (β * -μ) = Real.exp (-(β * μ / 2)) ^ 2 := by
      rw [sq, ← Real.exp_add]
      congr 1
      ring
    have hxy : Real.exp (β * μ / 2) * Real.exp (-(β * μ / 2)) = 1 := by
      rw [← Real.exp_add, add_neg_cancel, Real.exp_zero]
    rw [hx, hy, Real.cosh_eq]
    linear_combination
      (Real.exp (β * μ / 2) * Real.exp (-(β * μ / 2)) - 1) * hxy
  rw [blockedWeight, h, integral_add i1 i2, v1, v2, ← mul_add,
    ← Real.log_mul (by positivity) (by positivity), key, Real.log_pow]
  push_cast
  ring
```

Adding the integrals for \(\mu\) and \(-\mu\) multiplies the arguments of the logarithms:
\[
(1+e^{\beta\mu})(1+e^{-\beta\mu})=2+e^{\beta\mu}+e^{-\beta\mu}=\left(2\cosh\tfrac{\beta\mu}{2}\right)^2 .
\]
This is `key`. The square brings down a factor 2, so \(W=(4/\beta)\log(2\cosh(\beta\mu/2))\).

For \(k_BT=25\) meV and \(\mu=100\) meV, \(\beta\mu/2=2\) and
\[
W=100\,\text{meV}\times\left(2+\log(1+e^{-4})\right)\approx201.8\,\text{meV},
\]
slightly above \(2|\mu|=200\) meV.

## Low temperature and the absorption edge

```lean
/-- For `β > 0` the blocked weight exceeds `2|μ|`, by at most `(4/β) log 2`. -/
theorem blockedWeight_bounds {β : ℝ} (hβ : 0 < β) (μ : ℝ) :
    2 * |μ| < blockedWeight β μ ∧
      blockedWeight β μ ≤ 2 * |μ| + 4 / β * Real.log 2 := by
  have hc : Real.cosh (β * μ / 2) = Real.cosh (β * |μ| / 2) := by
    rw [← Real.cosh_abs, abs_div, abs_mul, abs_of_pos hβ, abs_two]
  have hc0 : 0 ≤ β * |μ| / 2 := by positivity
  rw [(blockedWeight_eq hβ μ).2, hc]
  have hb : β * β⁻¹ = 1 := mul_inv_cancel₀ hβ.ne'
  have e : 4 / β * (β * |μ| / 2) = 2 * |μ| := by linear_combination (2 * |μ|) * hb
  have h4 : 0 < 4 / β := by positivity
  generalize β * |μ| / 2 = c at hc0 e ⊢
  -- `exp c < 2 cosh c ≤ 2 exp c` for `c ≥ 0`
  have hl : c < Real.log (2 * Real.cosh c) := by
    rw [Real.lt_log_iff_exp_lt (by positivity), Real.cosh_eq]
    linarith [Real.exp_pos (-c)]
  have hu : Real.log (2 * Real.cosh c) ≤ Real.log 2 + c := by
    have h : 2 * Real.cosh c ≤ 2 * Real.exp c := by
      have h' : Real.exp (-c) ≤ Real.exp c := Real.exp_le_exp.2 (by linarith)
      rw [Real.cosh_eq]
      linarith
    calc Real.log (2 * Real.cosh c) ≤ Real.log (2 * Real.exp c) :=
          Real.log_le_log (by positivity) h
      _ = Real.log 2 + c := by
          rw [Real.log_mul two_ne_zero (Real.exp_pos c).ne', Real.log_exp]
  constructor
  · rw [← e]
    exact mul_lt_mul_of_pos_left hl h4
  · have h := mul_le_mul_of_nonneg_left hu h4.le
    rw [mul_add, e] at h
    linarith
```

Let \(c=\beta|\mu|/2\ge0\). Then \(e^c<2\cosh c\le2e^c\), so \(c<\log(2\cosh c)\le c+\log2\). Multiplying by \(4/\beta\) gives both bounds, because \(4c/\beta=2|\mu|\). The steps `hl` and `hu` are the two logarithmic inequalities.

```lean
/-- In the zero-temperature limit the blocked weight tends to `2|μ|`. -/
theorem blockedWeight_tendsto (μ : ℝ) :
    Tendsto (fun β => blockedWeight β μ) atTop (𝓝 (2 * |μ|)) := by
  have h0 : Tendsto (fun β : ℝ => 4 / β) atTop (𝓝 0) :=
    tendsto_const_nhds.div_atTop tendsto_id
  have hU := (h0.mul_const (Real.log 2)).const_add (2 * |μ|)
  rw [zero_mul, add_zero] at hU
  refine tendsto_of_tendsto_of_tendsto_of_le_of_le' tendsto_const_nhds hU ?_ ?_
  · filter_upwards [eventually_gt_atTop 0] with β hβ using (blockedWeight_bounds hβ μ).1.le
  · filter_upwards [eventually_gt_atTop 0] with β hβ using (blockedWeight_bounds hβ μ).2
```

`Tendsto … atTop` means \(\beta\to\infty\), here at fixed \(\mu\). The excess over \(2|\mu|\) is at most \((4/\beta)\log2\to0\), so squeezing gives \(W\to2|\mu|\).

```lean
/-- Thermal sharpness of the absorption edge at `w = 2|μ|`, for `β > 0`: the interband factor is
at most `exp(-β(|μ| - w/2))`, and the blocked fraction is at most `2 exp(-β(w/2 - |μ|))`. -/
theorem absorption_edge {β : ℝ} (hβ : 0 < β) (μ w : ℝ) :
    interbandFactor β μ w ≤ Real.exp (-(β * (|μ| - w / 2))) ∧
      1 - interbandFactor β μ w ≤ 2 * Real.exp (-(β * (w / 2 - |μ|))) := by
  constructor
  · have hc : Real.cosh (β * μ) = Real.cosh (β * |μ|) := by
      rw [← Real.cosh_abs, abs_mul, abs_of_pos hβ]
    have he : Real.exp (-(β * (|μ| - w / 2))) * Real.exp (β * |μ|) =
        Real.exp (β * w / 2) := by
      rw [← Real.exp_add]
      congr 1
      ring
    rw [interbandFactor_eq, hc, div_le_iff₀ (by positivity), Real.sinh_eq,
      Real.cosh_eq (β * |μ|)]
    have p1 := mul_pos (Real.exp_pos (-(β * (|μ| - w / 2)))) (Real.exp_pos (-(β * |μ|)))
    have p2 := mul_pos (Real.exp_pos (-(β * (|μ| - w / 2)))) (Real.cosh_pos (β * w / 2))
    have p3 := Real.exp_pos (-(β * w / 2))
    linarith
  · -- each carrier type blocks at most one Boltzmann factor
    have hf : ∀ ν : ℝ, ν ≤ |μ| →
        fermi β ν (w / 2) ≤ Real.exp (-(β * (w / 2 - |μ|))) := by
      intro ν hν
      rw [Real.exp_neg, fermi, one_div]
      apply inv_anti₀ (Real.exp_pos _)
      have h : Real.exp (β * (w / 2 - |μ|)) ≤ Real.exp (β * (w / 2 - ν)) :=
        Real.exp_le_exp.2 (mul_le_mul_of_nonneg_left (by linarith) hβ.le)
      linarith
    rw [one_sub_interbandFactor]
    linarith [hf μ (le_abs_self μ), hf (-μ) (neg_le_abs μ)]
```

For the first bound, \(\sinh(\beta w/2)\le\tfrac12e^{\beta w/2}\), while the denominator of \(G\) is at least \(\tfrac12e^{\beta|\mu|}\). For the second, each of the two occupations in \(1-G\) is at most \(e^{-\beta(w/2-|\mu|)}\); `hf` proves this for both signs of \(\mu\). The first bound is informative below \(w=2|\mu|\), the second sufficiently far above it.

## Charge neutrality

```lean
/-- At charge neutrality, `μ = 0`, the interband factor is `tanh(βw/4)`. -/
theorem interbandFactor_neutral (β w : ℝ) :
    interbandFactor β 0 w = Real.tanh (β * w / 4) := by
  have e : β * w / 2 = 2 * (β * w / 4) := by ring
  have hcs := Real.cosh_sq (β * w / 4)
  rw [interbandFactor_eq, mul_zero, Real.cosh_zero, e, Real.sinh_two_mul, Real.cosh_two_mul,
    Real.tanh_eq_sinh_div_cosh, div_eq_div_iff (by positivity) (Real.cosh_pos _).ne']
  linear_combination Real.sinh (β * w / 4) * hcs

end

end GraphenePauliBlocking
```

At \(\mu=0\), set \(u=\beta w/4\). The closed form becomes
\[
G=\frac{\sinh2u}{1+\cosh2u}=\frac{2\sinh u\cosh u}{2\cosh^2u}=\tanh u .
\]
Here \(W=(4/\beta)\log2\), so the upper bound on the blocked weight is attained: undoped graphene in this model still loses absorption to thermal carriers.

```lean
#print axioms GraphenePauliBlocking.blockedWeight_eq
#print axioms GraphenePauliBlocking.blockedWeight_tendsto
#print axioms GraphenePauliBlocking.absorption_edge
#print axioms GraphenePauliBlocking.interbandFactor_neutral
```

```
'GraphenePauliBlocking.blockedWeight_eq' depends on axioms: [propext, Classical.choice, Quot.sound]
'GraphenePauliBlocking.blockedWeight_tendsto' depends on axioms: [propext, Classical.choice, Quot.sound]
'GraphenePauliBlocking.absorption_edge' depends on axioms: [propext, Classical.choice, Quot.sound]
'GraphenePauliBlocking.interbandFactor_neutral' depends on axioms: [propext, Classical.choice, Quot.sound]
```
